# Sack's Legendre expansion of \(r_{12}\) as a formal power series

An infinite Legendre sum for the distance \(r_{12}\) between two points can be read either as a convergent series of numbers or as a formal power series in the ratio of the radii. The theorems below take the formal reading, in which every identity is an equality of coefficients. The cosine of the angle is a polynomial variable, and in the last theorem a real number.

```lean
import Mathlib

open PowerSeries

namespace SackExpansion

noncomputable section

local notation "𝐱" => (Polynomial.X : Polynomial ℚ)

local notation "𝐭" => (PowerSeries.X : PowerSeries (Polynomial ℚ))

local notation "∂ₜ" => PowerSeries.derivative (R := Polynomial ℚ)

/-- Legendre polynomials in `x` over the rationals, defined by Bonnet's recursion. -/
def P : ℕ → Polynomial ℚ
  | 0 => 1
  | 1 => 𝐱
  | n + 2 => ((2 * (n : ℚ) + 3) / ((n : ℚ) + 2)) • (𝐱 * P (n + 1))
      - (((n : ℚ) + 1) / ((n : ℚ) + 2)) • P n

/-- The formal series `G = ∑ P_l t^l`. -/
def G : PowerSeries (Polynomial ℚ) := PowerSeries.mk P

/-- The reduced squared distance `D = 1 - 2 x t + t^2`. -/
def D : PowerSeries (Polynomial ℚ) := 1 - 2 * C 𝐱 * 𝐭 + 𝐭 ^ 2

/-- The series `H = t^2 ∑ P_l t^l / (2l+3) - ∑ P_l t^l / (2l-1)`. -/
def H : PowerSeries (Polynomial ℚ) :=
  𝐭 ^ 2 * PowerSeries.mk (fun l : ℕ => (1 / (2 * (l : ℚ) + 3)) • P l)
    - PowerSeries.mk (fun l : ℕ => (1 / (2 * (l : ℚ) - 1)) • P l)

/-- The `l`-th partial-wave term `P_l t^(l+2) / (2l+3) - P_l t^l / (2l-1)`. -/
def sackTerm (l : ℕ) : PowerSeries (Polynomial ℚ) :=
  C ((1 / (2 * (l : ℚ) + 3)) • P l) * 𝐭 ^ (l + 2)
    - C ((1 / (2 * (l : ℚ) - 1)) • P l) * 𝐭 ^ l

/-- For cosine `c` and outer radius `R`, the formal series in the inner radius `r`
`∑ P_l(c) (r^(l+2) / ((2l+3) R^(l+1)) - r^l R / ((2l-1) R^l))`. -/
def r12Series (c R : ℝ) : PowerSeries ℝ :=
  X ^ 2 * PowerSeries.mk (fun l : ℕ =>
      Polynomial.aeval c (P l) / ((2 * (l : ℝ) + 3) * R ^ (l + 1)))
    - PowerSeries.mk (fun l : ℕ =>
      Polynomial.aeval c (P l) * R / ((2 * (l : ℝ) - 1) * R ^ l))

/-- Bonnet's recursion solved for `P_(n+2)`. -/
theorem bonnet (n : ℕ) :
    P (n + 2) = ((2 * (n : ℚ) + 3) / ((n : ℚ) + 2)) • (𝐱 * P (n + 1))
      - (((n : ℚ) + 1) / ((n : ℚ) + 2)) • P n := by
  rw [P]

/-- The sum of the first `N` partial-wave terms has the same coefficient of `t^n` as `H`
for every `n < N`. -/
theorem coeff_partial_sum (N n : ℕ) (hN : n < N) :
    coeff n (∑ l ∈ Finset.range N, sackTerm l) = coeff n H := by
  have key : ∀ (a : ℕ → Polynomial ℚ) (k : ℕ),
      ∑ l ∈ Finset.range N, coeff n (C (a l) * 𝐭 ^ (l + k))
        = coeff n (𝐭 ^ k * PowerSeries.mk a) := by
    intro a k
    by_cases hk : k ≤ n
    · -- only the term `l = n - k` contributes
      obtain ⟨m, rfl⟩ := Nat.exists_eq_add_of_le' hk
      rw [coeff_X_pow_mul, coeff_mk, Finset.sum_eq_single m]
      · rw [coeff_C_mul, coeff_X_pow, if_pos rfl, mul_one]
      · intro b _ hb
        have hne : ¬ (m + k = b + k) := by omega
        rw [coeff_C_mul, coeff_X_pow, if_neg hne, mul_zero]
      · intro h
        exact absurd (Finset.mem_range.2 (by omega)) h
    · rw [coeff_X_pow_mul', if_neg hk]
      apply Finset.sum_eq_zero
      intro b _
      have hne : ¬ (n = b + k) := by omega
      rw [coeff_C_mul, coeff_X_pow, if_neg hne, mul_zero]
  have h2 := key (fun l : ℕ => (1 / (2 * (l : ℚ) + 3)) • P l) 2
  have h0 := key (fun l : ℕ => (1 / (2 * (l : ℚ) - 1)) • P l) 0
  simp only [add_zero, pow_zero, one_mul] at h0
  unfold H
  simp only [sackTerm, map_sum, map_sub, Finset.sum_sub_distrib]
  exact congrArg₂ (fun a b : Polynomial ℚ => a - b) h2 h0

/-- The coefficients of `H` are `1`, `-x`, and `(P_n - P_(n+2)) / (2n+3)` at `t^(n+2)`. -/
theorem coeff_H :
    coeff 0 H = 1 ∧ coeff 1 H = -𝐱 ∧
      ∀ n : ℕ, coeff (n + 2) H = (1 / (2 * (n : ℚ) + 3)) • (P n - P (n + 2)) := by
  refine ⟨?_, ?_, fun n => ?_⟩
  · unfold H
    rw [pow_two, mul_assoc, map_sub, coeff_zero_X_mul, coeff_mk]
    norm_num [P]
  · have h : coeff (0 + 1) H = -𝐱 := by
      unfold H
      rw [pow_two, mul_assoc, map_sub, coeff_succ_X_mul, coeff_zero_X_mul, coeff_mk]
      norm_num [P]
    exact h
  · have h : coeff (n + 1 + 1) H = (1 / (2 * (n : ℚ) + 3)) • (P n - P (n + 1 + 1)) := by
      have e : 2 * ((n + 1 + 1 : ℕ) : ℚ) - 1 = 2 * (n : ℚ) + 3 := by
        push_cast
        ring
      unfold H
      rw [pow_two, mul_assoc, map_sub, coeff_succ_X_mul, coeff_succ_X_mul, coeff_mk, coeff_mk,
        e, smul_sub]
    exact h

/-- `H = (1 - 2 x t + t^2) G`. -/
theorem H_eq_D_mul_G : H = D * G := by
  have hG : ∀ n, coeff n G = P n := fun n => by rw [G, coeff_mk]
  have h1 : ∀ f : PowerSeries (Polynomial ℚ), coeff 1 (𝐭 * f) = coeff 0 f :=
    fun f => coeff_succ_X_mul 0 f
  have hD : D * G = G - C 𝐱 * (𝐭 * G) - C 𝐱 * (𝐭 * G) + 𝐭 * (𝐭 * G) := by
    unfold D
    ring
  rw [hD]
  apply PowerSeries.ext
  intro n
  rcases n with _ | _ | n
  · rw [coeff_H.1]
    simp only [map_add, map_sub, coeff_C_mul, coeff_zero_X_mul, hG]
    simp [P]
  · rw [show coeff (0 + 1) H = -𝐱 from coeff_H.2.1]
    simp only [map_add, map_sub, coeff_C_mul, h1, coeff_zero_X_mul, hG, zero_add, P]
    ring
  · -- compare the coefficients of `P_n` and `x P_(n+1)` after Bonnet's recursion
    have a1 : (n : ℚ) + 2 ≠ 0 := by positivity
    have a2 : 2 * (n : ℚ) + 3 ≠ 0 := by positivity
    rw [show coeff (n + 1 + 1) H = (1 / (2 * (n : ℚ) + 3)) • (P n - P (n + 2)) from
      coeff_H.2.2 n]
    simp only [map_add, map_sub, coeff_C_mul, coeff_succ_X_mul, hG, bonnet]
    match_scalars <;> field_simp <;> ring

/-- The formal `t`-derivative of `H` is `(t - x) G`. -/
theorem deriv_H : ∂ₜ H = (𝐭 - C 𝐱) * G := by
  have hG : ∀ n, coeff n G = P n := fun n => by rw [G, coeff_mk]
  rw [sub_mul]
  apply PowerSeries.ext
  intro n
  rcases n with _ | n
  · rw [coeff_derivative, show coeff (0 + 1) H = -𝐱 from coeff_H.2.1, map_sub,
      coeff_zero_X_mul, coeff_C_mul, hG]
    simp [P]
  · have a1 : (n : ℚ) + 2 ≠ 0 := by positivity
    have a2 : 2 * (n : ℚ) + 3 ≠ 0 := by positivity
    have hc : ∀ p : Polynomial ℚ,
        p * (((n + 1 : ℕ) : Polynomial ℚ) + 1) = ((n : ℚ) + 2) • p := by
      intro p
      rw [add_smul, Nat.cast_smul_eq_nsmul, nsmul_eq_mul, two_smul]
      push_cast
      ring
    rw [coeff_derivative, hc,
      show coeff (n + 1 + 1) H = (1 / (2 * (n : ℚ) + 3)) • (P n - P (n + 2)) from
        coeff_H.2.2 n,
      map_sub, coeff_succ_X_mul, coeff_C_mul, hG, hG, bonnet]
    match_scalars
    all_goals field_simp
    all_goals ring

/-- The formal `t`-derivative of `D` is `2 (t - x)`. -/
theorem deriv_D : ∂ₜ D = 2 * (𝐭 - C 𝐱) := by
  have hD : D = 1 - (C 𝐱 * 𝐭 + C 𝐱 * 𝐭) + 𝐭 * 𝐭 := by
    unfold D
    ring
  rw [hD]
  simp only [map_add, map_sub, Derivation.leibniz, derivative_C, derivative_X,
    Derivation.map_one_eq_zero, smul_eq_mul]
  ring

/-- Identities of formal series in `t` over `ℚ[x]`: `H = D G`, `H^2 = D` with
`D = 1 - 2 x t + t^2`, and `H` has constant term `1`. -/
theorem sack_expansion : H = D * G ∧ H ^ 2 = D ∧ constantCoeff H = 1 := by
  have h1 := H_eq_D_mul_G
  have h2 := deriv_H
  have h3 := deriv_D
  have hH0 : constantCoeff H = 1 := by
    rw [← coeff_zero_eq_constantCoeff_apply, coeff_H.1]
  have hG0 : constantCoeff G = 1 := by
    rw [← coeff_zero_eq_constantCoeff_apply, G, coeff_mk, P]
  have hD0 : constantCoeff D = 1 := by simp [D]
  have hD : D ≠ 0 := by
    intro h
    rw [h, map_zero] at hD0
    exact zero_ne_one hD0
  have h4 : ∂ₜ H = D * ∂ₜ G + G * ∂ₜ D := by
    rw [H_eq_D_mul_G]
    simp only [Derivation.leibniz, smul_eq_mul]
  have h5 : ∂ₜ (H * G) = H * ∂ₜ G + G * ∂ₜ H := by
    simp only [Derivation.leibniz, smul_eq_mul]
  -- `D (H G)' = H (2 H' - D' G) = 0`
  have h6 : D * ∂ₜ (H * G) = 0 := by
    rw [h5]
    linear_combination (-H) * h4 - (∂ₜ H) * h1 + 2 * H * h2 - H * G * h3
  have h7 : ∂ₜ (H * G) = 0 := (mul_eq_zero.1 h6).resolve_left hD
  -- a series with vanishing derivative equals its constant term
  have h8 : H * G = 1 := by
    apply PowerSeries.ext
    intro n
    rcases n with _ | n
    · rw [coeff_zero_eq_constantCoeff_apply, coeff_zero_eq_constantCoeff_apply, map_mul,
        hH0, hG0, map_one, mul_one]
    · have hc : coeff n (∂ₜ (H * G)) = 0 := by rw [h7, map_zero]
      rw [coeff_derivative] at hc
      have h := (mul_eq_zero.1 hc).resolve_right (Nat.cast_add_one_ne_zero n)
      rw [h, coeff_one]
      simp
  refine ⟨h1, ?_, hH0⟩
  linear_combination H * h1 + D * h8

/-- A formal series has square `D` and constant term `1` exactly when it equals `H`. -/
theorem sqrt_unique (K : PowerSeries (Polynomial ℚ)) :
    (K ^ 2 = D ∧ constantCoeff K = 1) ↔ K = H := by
  obtain ⟨_, hsq, h0⟩ := sack_expansion
  constructor
  · rintro ⟨hK, hK0⟩
    have hprod : (K - H) * (K + H) = 0 := by linear_combination hK - hsq
    have hsum : K + H ≠ 0 := by
      intro h
      have h2 : constantCoeff (K + H) = 2 := by
        rw [map_add, hK0, h0]
        norm_num
      rw [h, map_zero] at h2
      exact two_ne_zero h2.symm
    exact sub_eq_zero.1 ((mul_eq_zero.1 hprod).resolve_right hsum)
  · rintro rfl
    exact ⟨hsq, h0⟩

/-- For real `c` and `R ≠ 0`, the series in the inner radius `r` has square
`R^2 - 2 R c r + r^2` and constant term `R`. -/
theorem r12Series_sq (c R : ℝ) (hR : R ≠ 0) :
    r12Series c R ^ 2 = C R ^ 2 - 2 * C R * C c * X + X ^ 2 ∧
      constantCoeff (r12Series c R) = R := by
  -- the ring map `x ↦ c`, `t ↦ r / R`
  obtain ⟨ψ, hψ⟩ : ∃ ψ : PowerSeries (Polynomial ℚ) →+* PowerSeries ℝ,
      ∀ (f : PowerSeries (Polynomial ℚ)) (n : ℕ),
        coeff n (ψ f) = R⁻¹ ^ n * Polynomial.aeval c (coeff n f) :=
    ⟨(rescale R⁻¹).comp
        (PowerSeries.map (Polynomial.aeval c : Polynomial ℚ →ₐ[ℚ] ℝ).toRingHom),
      fun f n => by
        rw [RingHom.comp_apply, coeff_rescale, coeff_map]
        rfl⟩
  have hX : ψ 𝐭 = C R⁻¹ * X := by
    apply PowerSeries.ext
    intro n
    rw [hψ, coeff_C_mul, coeff_X, coeff_X]
    by_cases h : n = 1 <;> simp [h]
  have hC : ∀ p : Polynomial ℚ, ψ (C p) = C (Polynomial.aeval c p) := by
    intro p
    apply PowerSeries.ext
    intro n
    rw [hψ, coeff_C, coeff_C]
    by_cases h : n = 0 <;> simp [h]
  have hu : (C R : PowerSeries ℝ) * C R⁻¹ = 1 := by
    rw [← map_mul, mul_inv_cancel₀ hR, map_one]
  have hA : PowerSeries.mk (fun l : ℕ =>
        Polynomial.aeval c (P l) / ((2 * (l : ℝ) + 3) * R ^ (l + 1)))
      = C R⁻¹ * ψ (PowerSeries.mk (fun l : ℕ => (1 / (2 * (l : ℚ) + 3)) • P l)) := by
    apply PowerSeries.ext
    intro n
    rw [coeff_mk, coeff_C_mul, hψ, coeff_mk, map_smul, Rat.smul_def]
    push_cast
    simp only [div_eq_mul_inv, pow_succ, mul_inv, inv_pow]
    ring
  have hB : PowerSeries.mk (fun l : ℕ =>
        Polynomial.aeval c (P l) * R / ((2 * (l : ℝ) - 1) * R ^ l))
      = C R * ψ (PowerSeries.mk (fun l : ℕ => (1 / (2 * (l : ℚ) - 1)) • P l)) := by
    apply PowerSeries.ext
    intro n
    rw [coeff_mk, coeff_C_mul, hψ, coeff_mk, map_smul, Rat.smul_def]
    push_cast
    simp only [div_eq_mul_inv, mul_inv, inv_pow]
    ring
  -- the series is `R` times the image of `H`
  have hS : r12Series c R = C R * ψ H := by
    unfold r12Series H
    rw [hA, hB, map_sub, map_mul, map_pow, hX]
    linear_combination (-(X ^ 2 * C R⁻¹ *
      ψ (PowerSeries.mk (fun l : ℕ => (1 / (2 * (l : ℚ) + 3)) • P l)))) * hu
  have hD : ψ D = 1 - 2 * C c * (C R⁻¹ * X) + (C R⁻¹ * X) ^ 2 := by
    unfold D
    simp only [map_add, map_sub, map_mul, map_pow, map_one, map_ofNat, hX, hC,
      Polynomial.aeval_X]
  have hsq : ψ H ^ 2 = 1 - 2 * C c * (C R⁻¹ * X) + (C R⁻¹ * X) ^ 2 := by
    rw [← map_pow, sack_expansion.2.1, hD]
  constructor
  · rw [hS]
    linear_combination C R ^ 2 * hsq
      + (-2 * C c * C R * X + X ^ 2 * (C R * C R⁻¹ + 1)) * hu
  · rw [← coeff_zero_eq_constantCoeff_apply, hS, coeff_C_mul, hψ, coeff_H.1]
    simp

end

end SackExpansion
```

```lean
#print axioms SackExpansion.coeff_partial_sum
#print axioms SackExpansion.sack_expansion
#print axioms SackExpansion.sqrt_unique
#print axioms SackExpansion.r12Series_sq
```

```
'SackExpansion.coeff_partial_sum' depends on axioms: [propext, Classical.choice, Quot.sound]
'SackExpansion.sack_expansion' depends on axioms: [propext, Classical.choice, Quot.sound]
'SackExpansion.sqrt_unique' depends on axioms: [propext, Classical.choice, Quot.sound]
'SackExpansion.r12Series_sq' depends on axioms: [propext, Classical.choice, Quot.sound]
```

## What the statements say

The variable `𝐱` is the indeterminate \(x\) of \(\mathbb{Q}[x]\), `𝐭` is the indeterminate \(t\) of \(\mathbb{Q}[x][[t]]\), `C p` is the polynomial \(p\) as a constant series, and `∂ₜ` is the formal derivative in \(t\), written with a prime below. The polynomials `P` are defined by \(P_0=1\), \(P_1=x\) and Bonnet's recursion
\[ (n+2)P_{n+2}=(2n+3)\,xP_{n+1}-(n+1)P_n , \]
which fixes the normalisation and which `bonnet` restates divided by \(n+2\). Orthogonality and the Rodrigues formula are neither used nor derived. The three series are \(G=\sum_l P_l t^l\), \(D=1-2xt+t^2\) and
\[ H=t^2\sum_l \frac{P_l}{2l+3}\,t^l-\sum_l \frac{P_l}{2l-1}\,t^l . \]
The denominators are computed in \(\mathbb{Q}\), so \(2l-1=-1\) at \(l=0\).

`sackTerm l` is the single term \(P_l\bigl(t^{l+2}/(2l+3)-t^l/(2l-1)\bigr)\), and `coeff_partial_sum` says that the sum of the terms \(l<N\) has the same coefficient of \(t^n\) as \(H\) whenever \(n<N\). In this sense \(H\) is the sum of these terms. `sack_expansion` states \(H=DG\), \(H^2=D\), and that \(H\) has constant term 1. `sqrt_unique` states that a series \(K\) satisfies \(K^2=D\) with constant term 1 exactly when \(K=H\). For real \(c\) and \(R\), `r12Series c R` is a series \(S\) over \(\mathbb{R}\) in the indeterminate `X`, read as \(r\):
\[ S=r^2\sum_l \frac{P_l(c)}{(2l+3)R^{l+1}}\,r^l-\sum_l \frac{P_l(c)\,R}{(2l-1)R^{l}}\,r^l . \]
The factor \(R/R^l\) stands for \(R^{1-l}\) and keeps all exponents natural numbers. `r12Series_sq` states that for \(R\neq0\) one has \(S^2=R^2-2Rcr+r^2\) and constant term \(R\).

## The physics

Two points at distances \(r\) (inner) and \(R\) (outer) from the origin, with cosine \(c\) of the angle between their directions, satisfy \(r_{12}^2=R^2-2Rcr+r^2=R^2D\) at \(x=c\), \(t=r/R\). So \(D\) is the reduced squared distance, and \(H\), the root that starts at 1, represents \(r_{12}/R\). Each term carries the angular factor \(P_l(c)\) of one partial wave and two radial powers. This is the partial-wave decomposition of the linear \(r_{12}\) factor that appears in explicitly correlated two-electron wave functions, obtained here only as a formal identity in \(r/R\), with no integrals and no statement about convergence.

Sack's name is attached to Legendre expansions of general powers of \(r_{12}\); the power treated is the first. Since nothing is summed numerically, \(c\) is any real number, not restricted to \([-1,1]\), no condition \(r<R\) appears, and negative \(R\) is allowed, in which case the constant term \(R\) selects the root that starts negative.

## Why it is true

Write \(H_k\) for the coefficient of \(t^k\) in \(H\). Reading off the definition, \(H_0=-P_0/(-1)=1\), \(H_1=-P_1/1=-x\), and since \(2(n+2)-1=2n+3\),
\[ H_{n+2}=\frac{P_n-P_{n+2}}{2n+3}. \]
This is `coeff_H`, where the index identity is the step `e`. In `coeff_partial_sum`, the auxiliary `key` shows for a shift \(k\) that only the term \(l=n-k\) reaches \(t^n\), and none if \(k>n\); it is applied with \(k=2\) and \(k=0\).

The coefficients of \(DG\) are \(1\), then \(P_1-2xP_0=-x\), then \(P_{n+2}-2xP_{n+1}+P_n\). Multiplying the last by \(2n+3\) and using \((2n+3)xP_{n+1}=(n+2)P_{n+2}+(n+1)P_n\) gives
\[ (2n+3)(P_{n+2}+P_n)-2(n+2)P_{n+2}-2(n+1)P_n=P_n-P_{n+2}, \]
which is \((2n+3)H_{n+2}\). Hence \(H=DG\). `H_eq_D_mul_G` splits into the same three cases; in the third it eliminates \(P_{n+2}\) by `bonnet`, and `match_scalars` compares the rational factors of \(P_n\) and \(xP_{n+1}\).

For the derivative, the constant term of \(H'\) is \(H_1=-x\), equal to that of \((t-x)G\). At \(t^{n+1}\), \(H'\) has \((n+2)H_{n+2}\) and \((t-x)G\) has \(P_n-xP_{n+1}\), and
\[ (2n+3)(P_n-xP_{n+1})=(2n+3)P_n-(n+2)P_{n+2}-(n+1)P_n=(n+2)(P_n-P_{n+2}). \]
So \(H'=(t-x)G\), which is `deriv_H`, and `deriv_D` gives \(D'=2(t-x)\).

Differentiating \(H=DG\) gives \(DG'=H'-D'G\) (`h4`), and then
\[ D\,(HG)'=H\,DG'+DG\,H'=H(H'-D'G)+HH'=H(2H'-D'G)=0, \]
because \(2H'\) and \(D'G\) both equal \(2(t-x)G\). The step `h6` is this chain as one `linear_combination`. The ring has no zero divisors and \(D\neq0\), its constant term being 1, so \((HG)'=0\) (`h7`). The coefficient of \(t^n\) in \((HG)'\) is \(n+1\) times the coefficient of \(t^{n+1}\) in \(HG\), and \(n+1\neq0\) in \(\mathbb{Q}[x]\), so \(HG\) equals its constant term \(1\cdot1\) (`h8`). Therefore \(H^2=H\cdot DG=D\). At order \(t^2\) this can be seen directly: \(P_2=(3x^2-1)/2\) gives \(H_2=(1-x^2)/2\), and \(2H_0H_2+H_1^2=1\).

For uniqueness, \(K^2=D=H^2\) gives \((K-H)(K+H)=0\) (`hprod`). The factor \(K+H\) has constant term 2 and so is not zero (`hsum`), which leaves \(K=H\).

For the real form, `ψ` is the ring homomorphism that evaluates each coefficient at \(x=c\) and multiplies the coefficient of \(t^n\) by \(R^{-n}\), so that \(t\mapsto r/R\) (`hX`). The steps `hA` and `hB` identify the two sums in \(S\) as \(R^{-1}\) and \(R\) times the images of the two sums in \(H\). The prefactor \(t^2\) becomes \(r^2/R^2\), and \(R\cdot r^2/R^2=r^2/R\), so \(S=R\,\psi(H)\) (`hS`). Then
\[ S^2=R^2\,\psi(D)=R^2\Bigl(1-\frac{2cr}{R}+\frac{r^2}{R^2}\Bigr)=R^2-2Rcr+r^2, \]
and the constant term is \(R\,H_0=R\).

## The hypotheses

Without the condition on the constant term, uniqueness fails: \(K=-H\) has square \(D\), constant term \(-1\), and differs from \(H\). Without \(n<N\), take \(n=N=1\): the partial sum is \(1+t^2/3\), whose coefficient of \(t\) is 0, while \(H_1=-x\). Without \(R\neq0\), take \(R=0\): division by zero returns 0 in Lean and the second sum carries the factor \(R\) in its numerators, so every coefficient of `r12Series c 0` vanishes, and its square 0 differs from the right-hand side \(r^2\).

## An analytic model instead

One could state that the numerical series converges to \(\sqrt{R^2-2Rcr+r^2}\). That version could be proved under the hypotheses \(|c|\le1\) and \(0\le r<R\), using the bound \(|P_l(c)|\le1\) to obtain absolute convergence, so that squaring the sum agrees with multiplying the formal series. The root would then be fixed by continuity, since the sum starts at \(R>0\) and its square stays at least \((R-r)^2>0\). The file contains none of this analytic argument; the formal model needs no bounds on the cosine or the radii but does not by itself assign a number to \(r_{12}\).
